# Long-time limits of bias differences and the sampled distribution in well-tempered metadynamics on finitely many bins

If the negative of a well-tempered bias is read as the free energy, every nonzero free-energy difference comes out too small in magnitude in the long-time limit. At bias factor 4, the reported value of a difference of 12 tends to 9. The correction factor follows from the growth law of the bias, here in a noise-free model with finitely many bins.

Bin \(s\) has free energy \(F_s\) and bias \(V_s(t)\), with \(V_s(0)=0\). With Boltzmann's constant set to one,

\[
\dot V_s = w\,e^{-V_s/\Delta T}P_s,\qquad P_s=\frac{e^{-(F_s+V_s)/T}}{Z},\qquad Z=\sum_p e^{-(F_p+V_p)/T}.
\]

Here \(T>0\) is the temperature, \(w>0\) the initial deposition rate, and \(\Delta T>0\) sets how strongly existing bias damps further deposition. Put \(\gamma=(T+\Delta T)/T\). The claim is that, as \(t\to\infty\),

\[
V_s-V_r\to-\Big(1-\frac1\gamma\Big)(F_s-F_r),\qquad P_s\to\frac{e^{-F_s/(\gamma T)}}{\sum_r e^{-F_r/(\gamma T)}}.
\]

## One clock for all bins

Let \(c=1/T+1/\Delta T\) and \(\tau_s=e^{F_s/T}(e^{cV_s}-1)\). Then

\[
\dot\tau_s=e^{F_s/T}\,c\,e^{cV_s}\,w\,e^{-V_s/\Delta T}\,\frac{e^{-(F_s+V_s)/T}}{Z}=\frac{cw}{Z},
\]

because the exponents cancel. The rate is the same in every bin and every \(\tau_s\) starts at zero, so all equal one function \(\tau\), and \(e^{cV_s}=1+e^{-F_s/T}\tau\).

To see that \(\tau\) diverges, differentiate

\[
\frac{d}{dt}\,\Delta T\sum_s\big(e^{V_s/\Delta T}-1\big)=\sum_s e^{V_s/\Delta T}\dot V_s=w\sum_s P_s=w,
\]

so the sum, with its prefactor, equals \(wt\). Each term obeys \(e^{V_s/\Delta T}-1\le e^{cV_s}\): for \(V_s\ge0\) because \(1/\Delta T\le c\), and for \(V_s\le0\) because the left side is not positive. With \(n\) bins and \(K=\sum_s e^{-F_s/T}\), this gives \(wt\le\Delta T(n+K\tau)\), hence

\[
\tau\ge\frac{wt-n\,\Delta T}{K\,\Delta T}\to\infty .
\]

Once \(\tau>0\),

\[
cV_s-\ln\tau=\ln\!\big(\tau^{-1}+e^{-F_s/T}\big)\to-\frac{F_s}{T}.
\]

Subtracting the same relation for bin \(r\) removes \(\ln\tau\). Since \(1/(cT)=\Delta T/(T+\Delta T)=1-1/\gamma\), the first limit follows. The differences of \(F+V\) therefore tend to those of \(F/\gamma\), and

\[
P_s=\Big(\sum_r e^{-[(F_r+V_r)-(F_s+V_s)]/T}\Big)^{-1}
\]

gives the second limit by continuity.

## Two bins, with and without deposition

Take \(T=\Delta T=1\), so \(\gamma=2\), and \(F=(0,\ln4)\). The unbiased probabilities are \((4/5,1/5)\). The bias difference \(V_2-V_1\) tends to \(-\tfrac12\ln4=-\ln2\), and the sampled weights tend to the ratio \(1:\tfrac12\), that is \((2/3,1/3)\).

The condition \(w>0\) matters. For \(w=0\) the solution is \(V=0\) at all times: the difference stays at 0 instead of approaching \(-\ln2\), and the probabilities stay at \((4/5,1/5)\).

## The model in Lean

The bins form an arbitrary finite type `ι`, with no geometry; `V t s` is \(V_s(t)\) and `dT` is \(\Delta T\).

```lean
import Mathlib

open Filter Topology Set

namespace WellTemperedMetadynamics

noncomputable section

variable {ι : Type*} [Fintype ι] {F : ι → ℝ} {w T dT : ℝ} {V : ℝ → ι → ℝ}
```

`boltzmann` is the normalised weight, with temperature in energy units.

```lean
/-- The normalised Boltzmann weight of bin `s` for the free energy `F` at temperature `T ≠ 0`
(in units with Boltzmann constant one). -/
def boltzmann (F : ι → ℝ) (T : ℝ) (s : ι) : ℝ :=
  Real.exp (-F s / T) / ∑ r, Real.exp (-F r / T)

/-- The bias factor `γ = (T + dT) / T`, for `T ≠ 0`. -/
def biasFactor (T dT : ℝ) : ℝ := (T + dT) / T
```

`IsWellTempered` contains the initial condition and the rate equation. The derivative is taken within `Ici 0`, so it is one-sided at \(t=0\), and negative times are unconstrained. The structure assumes that the bins are always sampled with their instantaneous equilibrium weights; hill widths and sampling noise are absent.

```lean
/-- The bias `V` starts at zero and grows in each bin at the rate `w exp(-V_s/dT) P_s`, where `P` is
the Boltzmann distribution of `F + V` at temperature `T`, at all times `t ≥ 0`. This reading is for
nonzero `T` and `dT`, which the structure does not itself require. -/
structure IsWellTempered (F : ι → ℝ) (w T dT : ℝ) (V : ℝ → ι → ℝ) : Prop where
  start : ∀ s, V 0 s = 0
  flow : ∀ s t, 0 ≤ t → HasDerivWithinAt (fun u => V u s)
    (w * Real.exp (-V t s / dT) * boltzmann (fun r => F r + V t r) T s) (Ici 0) t
```

`clock` is \(\tau_s\).

```lean
/-- The deposition clock read off in bin `s`: `exp(F_s/T) (exp((1/T + 1/dT) V_s) - 1)`, for
nonzero `T` and `dT`. -/
def clock (F : ι → ℝ) (T dT : ℝ) (V : ℝ → ι → ℝ) (s : ι) (t : ℝ) : ℝ :=
  Real.exp (F s / T) * (Real.exp ((1 / T + 1 / dT) * V t s) - 1)
```

## Conserved quantities and the diverging clock

Both conservation arguments use the fact that a zero derivative for \(t\ge0\) means a constant value.

```lean
/-- A quantity whose rate of change vanishes at all times `t ≥ 0` keeps its initial value. -/
theorem eq_initial {f : ℝ → ℝ} (hf : ∀ t, 0 ≤ t → HasDerivWithinAt f 0 (Ici 0) t)
    {t : ℝ} (ht : 0 ≤ t) : f t = f 0 :=
  constant_of_has_deriv_right_zero
    (fun x hx => (hf x hx.1).continuousWithinAt.mono Icc_subset_Ici_self)
    (fun x hx => (hf x hx.1).mono (Ici_subset_Ici.2 hx.1)) t ⟨ht, le_rfl⟩
```

The next lemma rewrites a Boltzmann weight through differences, as needed for the last limit.

```lean
/-- The Boltzmann weight of a bin depends only on free-energy differences to that bin. -/
theorem boltzmann_eq (F : ι → ℝ) (T : ℝ) (s : ι) :
    boltzmann F T s = (∑ r, Real.exp (-(F r - F s) / T))⁻¹ := by
  have h : ∑ r, Real.exp (-(F r - F s) / T)
      = (∑ r, Real.exp (-F r / T)) / Real.exp (-F s / T) := by
    rw [Finset.sum_div]
    refine Finset.sum_congr rfl fun r _ => ?_
    rw [← Real.exp_sub]
    congr 1
    ring
  rw [h, inv_div]
  rfl
```

In `exp_bias`, `rate` is the computation of \(\dot\tau_s\), with `e` recording the cancelling exponents. `same` applies `eq_initial` to the difference of two clocks.

```lean
/-- At every time `t ≥ 0`, with `τ` the clock read in any bin `r`, the bias in each bin `s` obeys
`exp((1/T + 1/dT) V_s) = 1 + exp(-F_s/T) τ`. -/
theorem exp_bias (hV : IsWellTempered F w T dT V) {t : ℝ} (ht : 0 ≤ t) (s r : ι) :
    Real.exp ((1 / T + 1 / dT) * V t s) = 1 + Real.exp (-F s / T) * clock F T dT V r t := by
  -- the clock runs at a rate that does not depend on the bin
  have rate : ∀ q x, 0 ≤ x → HasDerivWithinAt (clock F T dT V q)
      ((1 / T + 1 / dT) * w / ∑ p, Real.exp (-(F p + V x p) / T)) (Ici 0) x := by
    intro q x hx
    have e : Real.exp (F q / T) * Real.exp ((1 / T + 1 / dT) * V x q)
        * Real.exp (-V x q / dT) * Real.exp (-(F q + V x q) / T) = 1 := by
      rw [← Real.exp_add, ← Real.exp_add, ← Real.exp_add, Real.exp_eq_one_iff]
      ring
    refine ((((hV.flow q x hx).const_mul (1 / T + 1 / dT)).exp.sub_const 1).const_mul
      (Real.exp (F q / T))).congr_deriv ?_
    simp only [boltzmann]
    linear_combination ((1 / T + 1 / dT) * w / ∑ p, Real.exp (-(F p + V x p) / T)) * e
  -- so the readings in two bins never separate
  have same : clock F T dT V r t = clock F T dT V s t := by
    have h := eq_initial (f := fun u => clock F T dT V r u - clock F T dT V s u)
      (fun x hx => ((rate r x hx).sub (rate s x hx)).congr_deriv (sub_self _)) ht
    have h0 : clock F T dT V r 0 - clock F T dT V s 0 = 0 := by simp [clock, hV.start]
    exact sub_eq_zero.1 (h.trans h0)
  have e : Real.exp (-F s / T) * Real.exp (F s / T) = 1 := by
    rw [← Real.exp_add, Real.exp_eq_one_iff]
    ring
  rw [same, clock]
  linear_combination -(Real.exp ((1 / T + 1 / dT) * V t s) - 1) * e
```

`deposition_law` differentiates the sum term by term; `hP` supplies \(\sum_s P_s=1\).

```lean
/-- Exact deposition law: for `dT ≠ 0` and at least one bin, `dT ∑ (exp(V_s/dT) - 1) = w t` at
every time `t ≥ 0`, whatever the free energy. -/
theorem deposition_law [Nonempty ι] (hV : IsWellTempered F w T dT V) (hd : dT ≠ 0)
    {t : ℝ} (ht : 0 ≤ t) : dT * ∑ s, (Real.exp (V t s / dT) - 1) = w * t := by
  have h := eq_initial (f := fun u => dT * ∑ s, (Real.exp (V u s / dT) - 1) - w * u) ?_ ht
  · simp only [hV.start] at h
    simp only [zero_div, Real.exp_zero, sub_self, Finset.sum_const_zero, mul_zero] at h
    exact sub_eq_zero.1 h
  intro x hx
  have hs : ∀ s ∈ Finset.univ, HasDerivWithinAt (fun u => Real.exp (V u s / dT) - 1)
      (w / dT * boltzmann (fun r => F r + V x r) T s) (Ici 0) x := by
    intro s _
    have e : Real.exp (V x s / dT) * Real.exp (-V x s / dT) = 1 := by
      rw [← Real.exp_add, Real.exp_eq_one_iff]
      ring
    refine (((hV.flow s x hx).div_const dT).exp.sub_const 1).congr_deriv ?_
    linear_combination (w / dT * boltzmann (fun r => F r + V x r) T s) * e
  -- the probabilities add up to one
  have hP : ∑ s, boltzmann (fun r => F r + V x r) T s = 1 := by
    simp only [boltzmann]
    rw [← Finset.sum_div]
    exact div_self (Finset.sum_pos (fun _ _ => Real.exp_pos _) Finset.univ_nonempty).ne'
  refine (((HasDerivWithinAt.fun_sum hs).const_mul dT).sub
    ((hasDerivWithinAt_id x (Ici 0)).const_mul w)).congr_deriv ?_
  rw [← Finset.mul_sum, hP, mul_one, mul_one, mul_div_cancel₀ _ hd, sub_self]
```

In `clock_tendsto`, `hb` is the termwise bound with its two sign cases, and `lin` is the diverging linear lower bound.

```lean
/-- For positive `w`, `T` and `dT` the deposition clock runs to infinity. -/
theorem clock_tendsto (hV : IsWellTempered F w T dT V) (hw : 0 < w) (hT : 0 < T) (hd : 0 < dT)
    (r : ι) : Tendsto (clock F T dT V r) atTop atTop := by
  have : Nonempty ι := ⟨r⟩
  have hK : 0 < ∑ s, Real.exp (-F s / T) :=
    Finset.sum_pos (fun _ _ => Real.exp_pos _) Finset.univ_nonempty
  have lin : Tendsto (fun t : ℝ => (w * t + -(dT * (Fintype.card ι : ℝ)))
      / (dT * ∑ s, Real.exp (-F s / T))) atTop atTop :=
    (tendsto_atTop_add_const_right _ _ (tendsto_id.const_mul_atTop hw)).atTop_div_const
      (mul_pos hd hK)
  refine tendsto_atTop_mono' _ ?_ lin
  filter_upwards [eventually_ge_atTop 0] with t ht
  -- each term of the deposition law is at most `1 + exp(-F_s/T) τ`, with `τ` the clock
  have hb : ∀ s, Real.exp (V t s / dT) - 1
      ≤ 1 + Real.exp (-F s / T) * clock F T dT V r t := by
    intro s
    rw [← exp_bias hV ht s r]
    rcases le_total 0 (V t s) with h | h
    · have h1 : V t s / dT ≤ (1 / T + 1 / dT) * V t s := by
        have h2 : 0 ≤ V t s / T := div_nonneg h hT.le
        have h3 : (1 / T + 1 / dT) * V t s = V t s / T + V t s / dT := by ring
        linarith
      linarith [Real.exp_le_exp.2 h1]
    · have h1 := Real.exp_le_one_iff.2 (div_nonpos_of_nonpos_of_nonneg h hd.le)
      linarith [Real.exp_pos ((1 / T + 1 / dT) * V t s)]
  have hsum := Finset.sum_le_sum fun s (_ : s ∈ Finset.univ) => hb s
  rw [Finset.sum_add_distrib, ← Finset.sum_mul] at hsum
  simp only [Finset.sum_const, Finset.card_univ, nsmul_eq_mul, mul_one] at hsum
  have hlaw := deposition_law hV hd.ne' ht
  have hm := mul_le_mul_of_nonneg_left hsum hd.le
  rw [div_le_iff₀ (mul_pos hd hK)]
  linarith
```

## The two limits

`bias_asymptotics` takes the logarithm of \(\tau^{-1}+e^{-F_s/T}\), then identifies it with \(cV_s-\ln\tau\) at times when the clock is positive.

```lean
/-- For positive `w`, `T` and `dT`, `(1/T + 1/dT) V_s - ln τ` tends to `-F_s/T`, with `τ` the
clock read in any bin `r`. -/
theorem bias_asymptotics (hV : IsWellTempered F w T dT V) (hw : 0 < w) (hT : 0 < T)
    (hd : 0 < dT) (s r : ι) :
    Tendsto (fun t => (1 / T + 1 / dT) * V t s - Real.log (clock F T dT V r t)) atTop
      (𝓝 (-F s / T)) := by
  have hc := clock_tendsto hV hw hT hd r
  have h := ((tendsto_inv_atTop_zero.comp hc).add_const (Real.exp (-F s / T))).log
    (by rw [zero_add]; exact Real.exp_ne_zero _)
  rw [zero_add, Real.log_exp] at h
  refine h.congr' ?_
  filter_upwards [hc.eventually_gt_atTop 0, eventually_ge_atTop 0] with t h0 ht
  have e : (clock F T dT V r t)⁻¹ + Real.exp (-F s / T)
      = Real.exp ((1 / T + 1 / dT) * V t s) / clock F T dT V r t := by
    rw [exp_bias hV ht s r, add_div, mul_div_cancel_right₀ _ h0.ne', one_div]
  rw [Function.comp_apply, e, Real.log_div (Real.exp_ne_zero _) h0.ne', Real.log_exp]
```

The first main theorem holds for every solution and every pair of bins. In this noise-free, finite-bin model it justifies multiplying \(-(V_s-V_r)\) by \(\gamma/(\gamma-1)\) to estimate \(F_s-F_r\) at long times.

```lean
/-- For positive `w`, `T` and `dT` the bias differences converge:
`V_s - V_r` tends to `-(1 - 1/γ) (F_s - F_r)`. -/
theorem bias_difference_tendsto (hV : IsWellTempered F w T dT V) (hw : 0 < w) (hT : 0 < T)
    (hd : 0 < dT) (s r : ι) :
    Tendsto (fun t => V t s - V t r) atTop
      (𝓝 (-(1 - 1 / biasFactor T dT) * (F s - F r))) := by
  have hc : 0 < 1 / T + 1 / dT := by positivity
  -- the term `ln τ`, shared by both bins, cancels
  have h := ((bias_asymptotics hV hw hT hd s r).sub
    (bias_asymptotics hV hw hT hd r r)).div_const (1 / T + 1 / dT)
  have e : -(1 - 1 / biasFactor T dT) * (F s - F r)
      = (-F s / T - -F r / T) / (1 / T + 1 / dT) := by
    have hs : T + dT ≠ 0 := by positivity
    rw [eq_div_iff hc.ne', biasFactor, one_div_div]
    field_simp
    ring
  rw [e]
  refine h.congr fun t => ?_
  rw [div_eq_iff hc.ne']
  ring
```

The second passes the limit through the exponentials, the finite sum and the inverse, whose argument is positive.

```lean
/-- For positive `w`, `T` and `dT` the sampled distribution tends to the Boltzmann distribution
of `F` at the raised temperature `γ T`. -/
theorem distribution_tendsto (hV : IsWellTempered F w T dT V) (hw : 0 < w) (hT : 0 < T)
    (hd : 0 < dT) (s : ι) :
    Tendsto (fun t => boltzmann (fun r => F r + V t r) T s) atTop
      (𝓝 (boltzmann F (biasFactor T dT * T) s)) := by
  simp only [boltzmann_eq]
  refine Tendsto.inv₀ (tendsto_finsetSum _ fun r _ => Tendsto.rexp ?_)
    (Finset.sum_pos (fun _ _ => Real.exp_pos _) ⟨s, Finset.mem_univ s⟩).ne'
  have h := ((bias_difference_tendsto hV hw hT hd r s).const_add (F r - F s)).neg.div_const T
  have e : -(F r - F s) / (biasFactor T dT * T)
      = -(F r - F s + -(1 - 1 / biasFactor T dT) * (F r - F s)) / T := by ring
  rw [e]
  exact h.congr fun t => by ring
```

These theorems take a solution as given. For a flat landscape, the last one supplies it explicitly: \(P_s=1/n\), and the bias grows logarithmically.

```lean
/-- On a flat landscape with `n ≥ 1` bins, and for positive `w` and `dT`, the bias
`dT ln(1 + w t/(n dT))` in every bin solves the well-tempered equation. -/
theorem flat_witness [Nonempty ι] (f T : ℝ) (hw : 0 < w) (hd : 0 < dT) :
    IsWellTempered (fun _ : ι => f) w T dT
      (fun t _ => dT * Real.log (1 + w * t / (Fintype.card ι * dT))) := by
  refine ⟨fun s => by simp, fun s t ht => ?_⟩
  have hn : (0 : ℝ) < Fintype.card ι := Nat.cast_pos.2 Fintype.card_pos
  have hp : 0 < 1 + w * t / (Fintype.card ι * dT) := by positivity
  have hP : boltzmann (fun _ : ι => f + dT * Real.log (1 + w * t / (Fintype.card ι * dT))) T s
      = (Fintype.card ι : ℝ)⁻¹ := by
    rw [boltzmann_eq]
    simp
  have hE : Real.exp (-(dT * Real.log (1 + w * t / (Fintype.card ι * dT))) / dT)
      = (1 + w * t / (Fintype.card ι * dT))⁻¹ := by
    rw [neg_div, mul_div_cancel_left₀ _ hd.ne', Real.exp_neg, Real.exp_log hp]
  have h : HasDerivAt (fun u : ℝ => 1 + w * u / (Fintype.card ι * dT))
      (w * 1 / (Fintype.card ι * dT)) t :=
    (((hasDerivAt_id' t).const_mul w).div_const _).const_add 1
  refine ((h.log hp.ne').const_mul dT).hasDerivWithinAt.congr_deriv ?_
  rw [hE, hP]
  have e : dT * (w * 1 / (Fintype.card ι * dT)) = w * (Fintype.card ι : ℝ)⁻¹ := by
    field_simp
  linear_combination (1 + w * t / (Fintype.card ι * dT))⁻¹ * e

end

end WellTemperedMetadynamics
```

```lean
#print axioms WellTemperedMetadynamics.bias_difference_tendsto
#print axioms WellTemperedMetadynamics.distribution_tendsto
```

```
'WellTemperedMetadynamics.bias_difference_tendsto' depends on axioms: [propext, Classical.choice, Quot.sound]
'WellTemperedMetadynamics.distribution_tendsto' depends on axioms: [propext, Classical.choice, Quot.sound]
```
